# Each level of a Hermitian two-level Hamiltonian has a nonzero eigenvector

A two-level Hamiltonian is here a 2×2 complex Hermitian matrix M, and its levels are given by the formula E = (tr M + s√((tr M)² − 4 det M))/2, with s = 1 for the upper level and s = −1 for the lower. The lemma states that for either sign there is a nonzero vector v with Mv = Ev. The vector need not be normalised, and the two levels may coincide. The proof shows that the trace and determinant are real and the discriminant is not negative, so that E solves the secular equation. Then det(M − E·1) = 0, and a matrix with zero determinant sends some nonzero vector to zero, which is the eigenvector sought.

An attempt in Lean 4 with a fault in it:

```lean
import Mathlib

open Set Matrix
open scoped Real

namespace LevelEigenvector

noncomputable section

/-- The discriminant of a two-level Hamiltonian, from its trace and determinant. -/
def disc (M : Matrix (Fin 2) (Fin 2) ℂ) : ℝ := M.trace.re ^ 2 - 4 * M.det.re

/-- The level formula of a Hermitian two-level Hamiltonian: `s = -1` for the lower level and
`s = 1` for the upper one. -/
def level (s : ℝ) (M : Matrix (Fin 2) (Fin 2) ℂ) : ℝ := (M.trace.re + s * √(disc M)) / 2

/-- For a Hermitian two-level Hamiltonian the discriminant is the squared detuning plus four
times the squared modulus of the coupling. -/
theorem disc_eq {M : Matrix (Fin 2) (Fin 2) ℂ} (hM : M.IsHermitian) :
    disc M = ((M 0 0).re - (M 1 1).re) ^ 2 + 4 * Complex.normSq (M 0 1) := by
  have h0 : -(M 0 0).im = (M 0 0).im := congrArg Complex.im (hM.apply 0 0)
  have h00 : (M 0 0).im = 0 := by linarith
  have hr : (M 0 1).re = (M 1 0).re := by
    have e := congrArg Complex.re (hM.apply 1 0)
    simpa using e
  have hi : -(M 0 1).im = (M 1 0).im := congrArg Complex.im (hM.apply 1 0)
  simp only [disc, Matrix.trace_fin_two, Matrix.det_fin_two, Complex.add_re, Complex.sub_re,
    Complex.mul_re, Complex.normSq_apply, h00, ← hr, ← hi]
  ring

/-- Both levels of a Hermitian two-level Hamiltonian are eigenvalues, each with a nonzero
eigenvector. -/
theorem level_eigenvector {M : Matrix (Fin 2) (Fin 2) ℂ} (hM : M.IsHermitian) {s : ℝ}
    (hs : s ^ 2 = 1) : ∃ v : Fin 2 → ℂ, v ≠ 0 ∧ M *ᵥ v = (level s M : ℂ) • v := by
  have h0 : -(M 0 0).im = (M 0 0).im := congrArg Complex.im (hM.apply 0 0)
  have h1 : -(M 1 1).im = (M 1 1).im := congrArg Complex.im (hM.apply 1 1)
  have h00 : (M 0 0).im = 0 := by linarith
  have h11 : (M 1 1).im = 0 := by linarith
  have hr : (M 0 1).re = (M 1 0).re := congrArg Complex.re (hM.apply 1 0)
  have hi : -(M 0 1).im = (M 1 0).im := congrArg Complex.im (hM.apply 1 0)
  -- trace and determinant are real
  have ht : M.trace = (M.trace.re : ℂ) := Complex.ext rfl (by
    rw [Complex.ofReal_im, Matrix.trace_fin_two, Complex.add_im, h00, h11, add_zero])
  have hd : M.det = (M.det.re : ℂ) := Complex.ext rfl (by
    simp only [Complex.ofReal_im, Matrix.det_fin_two, Complex.sub_im, Complex.mul_im,
      h00, h11, ← hr, ← hi]
    ring)
  have hpos : 0 ≤ disc M := by
    rw [disc_eq hM]
    exact add_nonneg (sq_nonneg _) (by linarith [Complex.normSq_nonneg (M 0 1)])
  -- the level solves the secular equation
  have hq : level s M ^ 2 - M.trace.re * level s M + M.det.re = 0 := by
    have hw : √(disc M) ^ 2 = M.trace.re ^ 2 - 4 * M.det.re := Real.sq_sqrt hpos
    unfold level
    linear_combination (√(disc M) ^ 2 / 4) * hs + hw / 4
  have hdet : (M - (level s M : ℂ) • (1 : Matrix (Fin 2) (Fin 2) ℂ)).det = 0 := by
    have hx : (M - (level s M : ℂ) • (1 : Matrix (Fin 2) (Fin 2) ℂ)).det
        = (level s M : ℂ) ^ 2 - M.trace * (level s M : ℂ) + M.det := by
      rw [Matrix.det_fin_two, Matrix.det_fin_two, Matrix.trace_fin_two]
      simp
      ring
    rw [hx, ht, hd]
    exact_mod_cast hq
  obtain ⟨v, hv, e⟩ := Matrix.exists_mulVec_eq_zero_iff.mpr hdet
  refine ⟨v, hv, ?_⟩
  rw [Matrix.sub_mulVec, Matrix.smul_mulVec, Matrix.one_mulVec] at e
  exact sub_eq_zero.mp e

end

end LevelEigenvector
```

Messages:

```
Main.lean:39:59: error: Application type mismatch: The argument
  IsHermitian.apply hM 1 0
has type
  star (M 0 1) = M 1 0
but is expected to have type
  M 0 1 = M 1 0
in the application
  congrArg Complex.re (IsHermitian.apply hM 1 0)
```

As a diff, the version that Lean accepts:

```diff
@@ -37,5 +37,7 @@
   have h00 : (M 0 0).im = 0 := by linarith
   have h11 : (M 1 1).im = 0 := by linarith
-  have hr : (M 0 1).re = (M 1 0).re := congrArg Complex.re (hM.apply 1 0)
+  have hr : (M 0 1).re = (M 1 0).re := by
+    have e := congrArg Complex.re (hM.apply 1 0)
+    simpa using e
   have hi : -(M 0 1).im = (M 1 0).im := congrArg Complex.im (hM.apply 1 0)
   -- trace and determinant are real
```

Cause. The error is in `hr`, which says that the two off-diagonal entries have equal real parts. Hermiticity, as `hM.apply 1 0`, gives `star (M 0 1) = M 1 0`, with a complex conjugate on the left. The stated type of `hr` has `(M 0 1).re` on its left side, so Lean matched it with the form `Complex.re` of something and took that something to be `M 0 1`. It then expected `congrArg` to be given a proof of `M 0 1 = M 1 0`, which is not what Hermiticity says.

The fact itself is true, since conjugation leaves the real part alone. The repair first takes real parts in a separate `have e`, with no stated type to force the match, so `e` says that the real part of `star (M 0 1)` equals that of `M 1 0`. Then `simpa using e` simplifies the real part of the conjugate to `(M 0 1).re`, which gives `hr`.
